# Entrywise complex conjugation of the matrix (1 + n·σ)/2 reverses the y component of n

For a single qubit, the theorem considers the 2 × 2 matrix P_n = (1 + n·σ)/2, written in the basis where σ_z is diagonal. It states that taking the complex conjugate of every entry of P_n gives the matrix of the same form with vector (n_x, −n_y, n_z). Here n is any real three-component vector; its length is not restricted, so P_n need not be positive semidefinite and need not be a physical state. The attempt compares the matrices entry by entry, splits each complex equation into real and imaginary parts, and asks `simp` to finish after unfolding `blochState` and `pauliVec`.

Lean 4 with Mathlib refuses this proof:

```lean
import Mathlib

open Matrix

namespace QubitWigner

noncomputable section

/-- The spin component `n·σ` along a real vector `n`. -/
def pauliVec (n : Fin 3 → ℝ) : Matrix (Fin 2) (Fin 2) ℂ :=
  !![(n 2 : ℂ), n 0 - n 1 * Complex.I; n 0 + n 1 * Complex.I, -(n 2 : ℂ)]

/-- The matrix `P_n = (1 + n·σ)/2` with Bloch vector `n`. -/
def blochState (n : Fin 3 → ℝ) : Matrix (Fin 2) (Fin 2) ℂ :=
  (1 / 2 : ℂ) • (1 + pauliVec n)

/-- Complex conjugation of a Bloch state reverses the y component of its Bloch vector. -/
theorem blochState_conj (n : Fin 3 → ℝ) :
    (blochState n).map (starRingEnd ℂ) = blochState ![n 0, -n 1, n 2] := by
  ext i j
  fin_cases i <;> fin_cases j <;> apply Complex.ext <;> simp [blochState, pauliVec]

end

end QubitWigner
```

The error:

```
Main.lean:19:73: error: unsolved goals
case «0».«0».a
n : Fin 3 → ℝ
⊢ 2⁻¹ + 2⁻¹ * n 2 = 2⁻¹ * (1 + n 2)

case «1».«1».a
n : Fin 3 → ℝ
⊢ 2⁻¹ + -(2⁻¹ * n 2) = 2⁻¹ * (1 + -n 2)
```

Diagnosis. The error `unsolved goals` means that the proof ended with equations still to be shown. The two that remain are the real parts of the diagonal entries. In the first, `simp` has reduced the claim to `2⁻¹ + 2⁻¹ * n 2 = 2⁻¹ * (1 + n 2)`; the second is the same with the sign of `n 2` reversed.

Both are true by the distributive law, but `simp` left the factor one half multiplied out on the left and standing before a bracket on the right. Its simplifications did not bring the two sides to a common form, so it could not close the goals.

The repair adds `<;> ring`, which runs `ring` on every goal that `simp` leaves. `ring` proves identities of commutative ring arithmetic, including distributivity, and so closes both. The other entries and parts were already settled by `simp`, so `ring` has nothing to do there.

As a diff, the version that Lean accepts:

```diff
@@ -19,5 +19,5 @@
     (blochState n).map (starRingEnd ℂ) = blochState ![n 0, -n 1, n 2] := by
   ext i j
-  fin_cases i <;> fin_cases j <;> apply Complex.ext <;> simp [blochState, pauliVec]
+  fin_cases i <;> fin_cases j <;> apply Complex.ext <;> simp [blochState, pauliVec] <;> ring
 
 end
```
